# The plane-wave Hartree stress has trace −E/Ω and eigenvalues between −E/Ω and E/Ω

Take a charge density that varies as \(2A\cos(gz)\), with \(A\) and \(g\) real and \(g\neq 0\). It has two plane-wave coefficients, both equal to \(A\), at \(G=(0,0,\pm g)\). In atomic units its Hartree energy per volume is \(e=4\pi A^2/g^2\), and when I work out the Hartree stress I get \(\mathrm{diag}(-e,-e,+e)\). The trace is \(-e\), and the eigenvalues are \(\pm e\).

I think that this pattern limits every density. For finitely many wave vectors \(G\neq 0\) with coefficients \(\rho(G)\) in a cell of volume \(\Omega>0\), let

\[
E=\frac{\Omega}{2}\sum_{G}\frac{4\pi|\rho(G)|^2}{|G|^2},\qquad
\sigma_{ab}=-\delta_{ab}\frac{E}{\Omega}+\sum_{G}\frac{4\pi|\rho(G)|^2\,G_aG_b}{|G|^4}.
\]

Is the trace always \(-E/\Omega\), and do all eigenvalues lie in \([-E/\Omega,\,E/\Omega]\)? I would like to see a rigorous proof, checked by machine in Lean.

## Each wave adds a weighted projector

Yes to both. Write \(e=E/\Omega\), \(\hat G=G/|G|\) and \(w_G=4\pi|\rho(G)|^2/|G|^2\ge 0\). The definition of \(E\) then says \(\sum_G w_G=2e\), and the stress is

\[
\sigma=-e\,I+\sum_G w_G\,\hat G\hat G^{T}.
\]

Each \(\hat G\hat G^T\) has trace 1, so \(\operatorname{tr}\sigma=-3e+2e=-e\).

For any vector \(n\), contracting twice gives

\[
n\cdot\sigma n=-e\,|n|^2+\sum_G w_G(\hat G\cdot n)^2 .
\]

Lagrange's identity, \((\hat G\cdot n)^2=|n|^2-|\hat G\times n|^2\), turns this into

\[
n\cdot\sigma n=-e|n|^2+2e|n|^2-\sum_G w_G|\hat G\times n|^2
=e\,|n|^2-\sum_G w_G|\hat G\times n|^2 .
\]

If \(\sigma v=\mu v\) with \(v\neq0\), the left side is \(\mu|v|^2\) for \(n=v\). The first formula gives \(\mu|v|^2\ge -e|v|^2\), the second gives \(\mu|v|^2\le e|v|^2\), and dividing by \(|v|^2>0\) yields \(-e\le\mu\le e\).

The discarded sums also settle equality. For a unit vector \(n\), the normal stress \(n\cdot\sigma n\) equals \(-e\) exactly when every wave with nonzero amplitude is perpendicular to \(n\), and \(+e\) exactly when every such wave is parallel to \(n\). If all waves lie along one direction \(\hat k\), then \(\sigma=-eI+2e\,\hat k\hat k^T\), as in your cosine.

## What the Lean definitions fix

Wave vectors are functions `Fin 3 → ℝ`, `S` is a finite set of them, and \(|G|^2\) is the dot product `G ⬝ᵥ G`. The coefficients `ρ G` are complex and enter through `‖ρ G‖ ^ 2`; real amplitudes are a special case. The set need not come from a lattice or contain \(-G\) along with \(G\).

Both sums run over `S.erase 0`. Physically, leaving out \(G=0\) stands for a neutral cell, in which the divergent average Coulomb terms of electrons and ions cancel.

The main theorem, `hartreeStress_trace_and_eigenvalues`, assumes only `0 < Ω`. It states that the matrix is symmetric, that its trace is \(-E/\Omega\), and that every real `μ` with a nonzero real eigenvector `v` obeys both bounds. The equality theorems use an unnormalised `n`, hence the factor `n ⬝ᵥ n`.

The sign convention is \(\sigma_{ab}=\Omega^{-1}\partial E/\partial\varepsilon_{ab}\) for strain \(\varepsilon\) at fixed \(\Omega\rho(G)\), but the file takes the stress formula as its definition and does not derive it from a strained cell.

```lean
import Mathlib

open Matrix
open scoped Real

namespace HartreeStress

noncomputable section

/-- Hartree energy of a cell of volume `Ω` with density amplitudes `ρ G`;
the term `G = 0` is left out. -/
def hartreeEnergy (Ω : ℝ) (S : Finset (Fin 3 → ℝ)) (ρ : (Fin 3 → ℝ) → ℂ) : ℝ :=
  Ω / 2 * ∑ G ∈ S.erase 0, 4 * π * ‖ρ G‖ ^ 2 / (G ⬝ᵥ G)

/-- Hartree stress tensor in the plane-wave representation; the term `G = 0` is left out. -/
def hartreeStress (Ω : ℝ) (S : Finset (Fin 3 → ℝ)) (ρ : (Fin 3 → ℝ) → ℂ) :
    Matrix (Fin 3) (Fin 3) ℝ :=
  Matrix.of fun a b => -(hartreeEnergy Ω S ρ / Ω) * (if a = b then 1 else 0)
    + ∑ G ∈ S.erase 0, 4 * π * ‖ρ G‖ ^ 2 * G a * G b / (G ⬝ᵥ G) ^ 2

variable {Ω : ℝ} (S : Finset (Fin 3 → ℝ)) (ρ : (Fin 3 → ℝ) → ℂ)

/-- A nonzero vector has positive squared length. -/
lemma dot_self_pos {G : Fin 3 → ℝ} (hG : G ≠ 0) : 0 < G ⬝ᵥ G := by
  have h0 : 0 ≤ G ⬝ᵥ G := Finset.sum_nonneg fun i _ => mul_self_nonneg (G i)
  exact lt_of_le_of_ne h0 fun h => hG (dotProduct_self_eq_zero.mp h.symm)

/-- Twice the Hartree energy per volume is the sum of `4π|ρ(G)|²/G²`. -/
lemma two_energy_density (hΩ : 0 < Ω) :
    2 * (hartreeEnergy Ω S ρ / Ω) = ∑ G ∈ S.erase 0, 4 * π * ‖ρ G‖ ^ 2 / (G ⬝ᵥ G) := by
  have h := hΩ.ne'
  unfold hartreeEnergy
  generalize (∑ G ∈ S.erase 0, 4 * π * ‖ρ G‖ ^ 2 / (G ⬝ᵥ G)) = s
  field_simp

/-- The trace of the Hartree stress is minus the Hartree energy per volume. -/
theorem trace_hartreeStress (hΩ : 0 < Ω) :
    (hartreeStress Ω S ρ).trace = -(hartreeEnergy Ω S ρ / Ω) := by
  have key : ∑ a : Fin 3, ∑ G ∈ S.erase 0, 4 * π * ‖ρ G‖ ^ 2 * G a * G a / (G ⬝ᵥ G) ^ 2
      = ∑ G ∈ S.erase 0, 4 * π * ‖ρ G‖ ^ 2 / (G ⬝ᵥ G) := by
    rw [Finset.sum_comm]
    refine Finset.sum_congr rfl fun G hG => ?_
    have hg := (dot_self_pos (Finset.ne_of_mem_erase hG)).ne'
    have e : G ⬝ᵥ G = G 0 * G 0 + G 1 * G 1 + G 2 * G 2 := by
      simp only [dotProduct, Fin.sum_univ_three]
    calc ∑ a : Fin 3, 4 * π * ‖ρ G‖ ^ 2 * G a * G a / (G ⬝ᵥ G) ^ 2
        = 4 * π * ‖ρ G‖ ^ 2 * (G 0 * G 0 + G 1 * G 1 + G 2 * G 2) / (G ⬝ᵥ G) ^ 2 := by
          rw [Fin.sum_univ_three]; ring
      _ = 4 * π * ‖ρ G‖ ^ 2 / (G ⬝ᵥ G) := by
          rw [← e]; field_simp
  have ht : (hartreeStress Ω S ρ).trace
      = ∑ a : Fin 3, (-(hartreeEnergy Ω S ρ / Ω) * (if a = a then 1 else 0)
        + ∑ G ∈ S.erase 0, 4 * π * ‖ρ G‖ ^ 2 * G a * G a / (G ⬝ᵥ G) ^ 2) := rfl
  -- three diagonal pressure terms against twice the energy density
  rw [ht, Finset.sum_add_distrib, key, ← two_energy_density S ρ hΩ]
  simp only [↓reduceIte, Fin.sum_univ_three]
  ring

/-- Components of the Hartree stress applied to a vector `n`. -/
lemma stress_mulVec_apply (n : Fin 3 → ℝ) (a : Fin 3) :
    (hartreeStress Ω S ρ *ᵥ n) a = -(hartreeEnergy Ω S ρ / Ω) * n a
      + ∑ G ∈ S.erase 0, 4 * π * ‖ρ G‖ ^ 2 * (G ⬝ᵥ n) / (G ⬝ᵥ G) ^ 2 * G a := by
  have h : (hartreeStress Ω S ρ *ᵥ n) a
      = ∑ b : Fin 3, (-(hartreeEnergy Ω S ρ / Ω) * (if a = b then 1 else 0)
        + ∑ G ∈ S.erase 0, 4 * π * ‖ρ G‖ ^ 2 * G a * G b / (G ⬝ᵥ G) ^ 2) * n b := rfl
  rw [h]
  simp only [add_mul, Finset.sum_add_distrib, Finset.sum_mul]
  congr 1
  · simp
  · rw [Finset.sum_comm]
    refine Finset.sum_congr rfl fun G _ => ?_
    have e : G ⬝ᵥ n = G 0 * n 0 + G 1 * n 1 + G 2 * n 2 := by
      simp only [dotProduct, Fin.sum_univ_three]
    rw [e, Fin.sum_univ_three]
    ring

/-- For any vector `n`, `n·σn` is `-E/Ω` times `n²` plus the sum of `4π|ρ(G)|²(G·n)²/|G|⁴` over the
nonzero wave vectors. -/
theorem normal_stress_longitudinal (n : Fin 3 → ℝ) :
    n ⬝ᵥ (hartreeStress Ω S ρ *ᵥ n) = -(hartreeEnergy Ω S ρ / Ω) * (n ⬝ᵥ n)
      + ∑ G ∈ S.erase 0, 4 * π * ‖ρ G‖ ^ 2 * (G ⬝ᵥ n) ^ 2 / (G ⬝ᵥ G) ^ 2 := by
  have h : n ⬝ᵥ (hartreeStress Ω S ρ *ᵥ n)
      = ∑ a : Fin 3, n a * (hartreeStress Ω S ρ *ᵥ n) a := rfl
  have hn : n ⬝ᵥ n = ∑ a : Fin 3, n a * n a := rfl
  have hs : ∑ G ∈ S.erase 0, 4 * π * ‖ρ G‖ ^ 2 * (G ⬝ᵥ n) ^ 2 / (G ⬝ᵥ G) ^ 2
      = ∑ a : Fin 3, n a *
        ∑ G ∈ S.erase 0, 4 * π * ‖ρ G‖ ^ 2 * (G ⬝ᵥ n) / (G ⬝ᵥ G) ^ 2 * G a := by
    simp only [Finset.mul_sum]
    rw [Finset.sum_comm]
    refine Finset.sum_congr rfl fun G _ => ?_
    have e : G ⬝ᵥ n = G 0 * n 0 + G 1 * n 1 + G 2 * n 2 := by
      simp only [dotProduct, Fin.sum_univ_three]
    rw [Fin.sum_univ_three]
    linear_combination (4 * π * ‖ρ G‖ ^ 2 * (G ⬝ᵥ n) / (G ⬝ᵥ G) ^ 2) * e
  rw [h, hs, hn, Finset.mul_sum, ← Finset.sum_add_distrib]
  refine Finset.sum_congr rfl fun a _ => ?_
  rw [stress_mulVec_apply]
  ring

/-- For any vector `n`, `n·σn` is `E/Ω` times `n²` minus the sum of `4π|ρ(G)|²|G×n|²/|G|⁴` over the
nonzero wave vectors. -/
theorem normal_stress_transverse (hΩ : 0 < Ω) (n : Fin 3 → ℝ) :
    n ⬝ᵥ (hartreeStress Ω S ρ *ᵥ n) = hartreeEnergy Ω S ρ / Ω * (n ⬝ᵥ n)
      - ∑ G ∈ S.erase 0, 4 * π * ‖ρ G‖ ^ 2 * (crossProduct G n ⬝ᵥ crossProduct G n)
        / (G ⬝ᵥ G) ^ 2 := by
  have h3 : ∑ G ∈ S.erase 0, 4 * π * ‖ρ G‖ ^ 2 * (crossProduct G n ⬝ᵥ crossProduct G n)
        / (G ⬝ᵥ G) ^ 2
      = (∑ G ∈ S.erase 0, 4 * π * ‖ρ G‖ ^ 2 / (G ⬝ᵥ G)) * (n ⬝ᵥ n)
        - ∑ G ∈ S.erase 0, 4 * π * ‖ρ G‖ ^ 2 * (G ⬝ᵥ n) ^ 2 / (G ⬝ᵥ G) ^ 2 := by
    rw [Finset.sum_mul, ← Finset.sum_sub_distrib]
    refine Finset.sum_congr rfl fun G hG => ?_
    have hg := (dot_self_pos (Finset.ne_of_mem_erase hG)).ne'
    -- Lagrange's identity for the cross product
    rw [cross_dot_cross, dotProduct_comm n G]
    field_simp
  rw [normal_stress_longitudinal, h3, ← two_energy_density S ρ hΩ]
  ring

/-- The Hartree stress is symmetric, its trace is `-E/Ω`, and each of its eigenvalues
lies between `-E/Ω` and `E/Ω`. -/
theorem hartreeStress_trace_and_eigenvalues (hΩ : 0 < Ω) :
    (hartreeStress Ω S ρ).IsSymm ∧
    (hartreeStress Ω S ρ).trace = -(hartreeEnergy Ω S ρ / Ω) ∧
    ∀ (μ : ℝ) (v : Fin 3 → ℝ), v ≠ 0 → hartreeStress Ω S ρ *ᵥ v = μ • v →
      -(hartreeEnergy Ω S ρ / Ω) ≤ μ ∧ μ ≤ hartreeEnergy Ω S ρ / Ω := by
  refine ⟨Matrix.IsSymm.ext fun i j => ?_, trace_hartreeStress S ρ hΩ, fun μ v hv h => ?_⟩
  · by_cases hij : i = j
    · rw [hij]
    · simp only [hartreeStress, Matrix.of_apply]
      rw [if_neg hij, if_neg (Ne.symm hij)]
      congr 1
      exact Finset.sum_congr rfl fun G _ => by ring
  · have hm := dot_self_pos hv
    have h1 := normal_stress_longitudinal (Ω := Ω) S ρ v
    have h2 := normal_stress_transverse S ρ hΩ v
    rw [h, dotProduct_smul, smul_eq_mul] at h1 h2
    have p1 : 0 ≤ ∑ G ∈ S.erase 0, 4 * π * ‖ρ G‖ ^ 2 * (G ⬝ᵥ v) ^ 2 / (G ⬝ᵥ G) ^ 2 :=
      Finset.sum_nonneg fun G _ => by positivity
    have p2 : 0 ≤ ∑ G ∈ S.erase 0, 4 * π * ‖ρ G‖ ^ 2 *
        (crossProduct G v ⬝ᵥ crossProduct G v) / (G ⬝ᵥ G) ^ 2 :=
      Finset.sum_nonneg fun G _ => by
        have hq : 0 ≤ crossProduct G v ⬝ᵥ crossProduct G v :=
          Finset.sum_nonneg fun i _ => mul_self_nonneg _
        positivity
    exact ⟨le_of_mul_le_mul_right (by linarith) hm, le_of_mul_le_mul_right (by linarith) hm⟩

/-- A sum of nonnegative wave contributions vanishes exactly when each wave with nonzero
amplitude contributes nothing. -/
lemma wave_sum_eq_zero_iff (q : (Fin 3 → ℝ) → ℝ) (hq : ∀ G, 0 ≤ q G) (h0 : q 0 = 0) :
    ∑ G ∈ S.erase 0, 4 * π * ‖ρ G‖ ^ 2 * q G / (G ⬝ᵥ G) ^ 2 = 0
      ↔ ∀ G ∈ S, ρ G ≠ 0 → q G = 0 := by
  rw [Finset.sum_eq_zero_iff_of_nonneg (fun G _ => by have := hq G; positivity)]
  constructor
  · intro h G hG hρ
    by_cases hz : G = 0
    · rw [hz, h0]
    · have hr : 0 < ‖ρ G‖ := norm_pos_iff.mpr hρ
      have hc : 4 * π * ‖ρ G‖ ^ 2 ≠ 0 := by positivity
      rcases div_eq_zero_iff.mp (h G (Finset.mem_erase.mpr ⟨hz, hG⟩)) with h2 | h2
      · exact (mul_eq_zero.mp h2).resolve_left hc
      · exact absurd h2 (pow_pos (dot_self_pos hz) 2).ne'
  · intro h G hG
    by_cases hρ : ρ G = 0
    · simp [hρ]
    · simp [h G (Finset.mem_of_mem_erase hG) hρ]

/-- For any vector `n`, `n·σn` equals `-E/Ω` times `n²` exactly when every wave vector with nonzero
amplitude has vanishing dot product with `n`. -/
theorem lower_bound_attained_iff (n : Fin 3 → ℝ) :
    n ⬝ᵥ (hartreeStress Ω S ρ *ᵥ n) = -(hartreeEnergy Ω S ρ / Ω) * (n ⬝ᵥ n)
      ↔ ∀ G ∈ S, ρ G ≠ 0 → G ⬝ᵥ n = 0 := by
  have key := wave_sum_eq_zero_iff S ρ (fun G => (G ⬝ᵥ n) ^ 2) (fun G => sq_nonneg _) (by simp)
  simp only [pow_eq_zero_iff two_ne_zero] at key
  rw [← key, normal_stress_longitudinal]
  constructor <;> intro h <;> linarith

/-- For any vector `n`, `n·σn` equals `E/Ω` times `n²` exactly when every wave vector with nonzero
amplitude has vanishing cross product with `n`. -/
theorem upper_bound_attained_iff (hΩ : 0 < Ω) (n : Fin 3 → ℝ) :
    n ⬝ᵥ (hartreeStress Ω S ρ *ᵥ n) = hartreeEnergy Ω S ρ / Ω * (n ⬝ᵥ n)
      ↔ ∀ G ∈ S, ρ G ≠ 0 → crossProduct G n = 0 := by
  have key := wave_sum_eq_zero_iff S ρ (fun G => crossProduct G n ⬝ᵥ crossProduct G n)
    (fun G => Finset.sum_nonneg fun i _ => mul_self_nonneg _) (by simp)
  simp only [dotProduct_self_eq_zero] at key
  rw [← key, normal_stress_transverse S ρ hΩ]
  constructor <;> intro h <;> linarith

/-- If all wave vectors are multiples of `k`, the stress multiplies `k` by `E/Ω` and every
vector perpendicular to `k` by `-E/Ω`. -/
theorem layered_density_stress (hΩ : 0 < Ω) (k : Fin 3 → ℝ)
    (hS : ∀ G ∈ S, ∃ c : ℝ, G = c • k) :
    hartreeStress Ω S ρ *ᵥ k = (hartreeEnergy Ω S ρ / Ω) • k ∧
    ∀ n : Fin 3 → ℝ, k ⬝ᵥ n = 0 →
      hartreeStress Ω S ρ *ᵥ n = (-(hartreeEnergy Ω S ρ / Ω)) • n := by
  constructor
  · ext a
    have hs : ∑ G ∈ S.erase 0, 4 * π * ‖ρ G‖ ^ 2 * (G ⬝ᵥ k) / (G ⬝ᵥ G) ^ 2 * G a
        = (∑ G ∈ S.erase 0, 4 * π * ‖ρ G‖ ^ 2 / (G ⬝ᵥ G)) * k a := by
      rw [Finset.sum_mul]
      refine Finset.sum_congr rfl fun G hG => ?_
      have hG0 := Finset.ne_of_mem_erase hG
      obtain ⟨c, hc⟩ := hS G (Finset.mem_of_mem_erase hG)
      have hc0 : c ≠ 0 := fun h => hG0 (by rw [hc, h, zero_smul])
      have hk0 : k ≠ 0 := fun h => hG0 (by rw [hc, h, smul_zero])
      have hk := (dot_self_pos hk0).ne'
      generalize ‖ρ G‖ = r
      rw [hc]
      simp only [smul_dotProduct, dotProduct_smul, smul_eq_mul, Pi.smul_apply]
      field_simp
    rw [stress_mulVec_apply, hs, ← two_energy_density S ρ hΩ, Pi.smul_apply, smul_eq_mul]
    ring
  · intro n hn
    ext a
    rw [stress_mulVec_apply, Finset.sum_eq_zero, add_zero, Pi.smul_apply, smul_eq_mul]
    intro G hG
    obtain ⟨c, hc⟩ := hS G (Finset.mem_of_mem_erase hG)
    have h0 : G ⬝ᵥ n = 0 := by rw [hc, smul_dotProduct, hn, smul_zero]
    rw [h0]
    simp

end

end HartreeStress
```

```lean
#print axioms HartreeStress.hartreeStress_trace_and_eigenvalues
#print axioms HartreeStress.lower_bound_attained_iff
#print axioms HartreeStress.upper_bound_attained_iff
#print axioms HartreeStress.layered_density_stress
```

```
'HartreeStress.hartreeStress_trace_and_eigenvalues' depends on axioms: [propext, Classical.choice, Quot.sound]
'HartreeStress.lower_bound_attained_iff' depends on axioms: [propext, Classical.choice, Quot.sound]
'HartreeStress.upper_bound_attained_iff' depends on axioms: [propext, Classical.choice, Quot.sound]
'HartreeStress.layered_density_stress' depends on axioms: [propext, Classical.choice, Quot.sound]
```

## How the proof follows the algebra

`two_energy_density` is \(\sum_G w_G=2e\), obtained by cancelling \(\Omega\). In `trace_hartreeStress`, `Finset.sum_comm` exchanges the sums over components and waves. For each wave \(\sum_a G_a^2\) then cancels one factor of \(|G|^2\), which `dot_self_pos` shows to be nonzero, and the remaining arithmetic is \(-3e+2e\).

`stress_mulVec_apply` computes \(\sigma n\) by components, and `normal_stress_longitudinal` contracts the result with \(n\) to give the first formula. `normal_stress_transverse` gives the second; its step `cross_dot_cross` is Lagrange's identity.

In the main theorem, the eigenvalue equation is rewritten into both formulas. The facts `p1` and `p2` say that the two wave sums are nonnegative, and `le_of_mul_le_mul_right` divides by \(|v|^2\).

For equality, `wave_sum_eq_zero_iff` says that a sum of nonnegative wave terms vanishes only if each term does. It is applied to \((G\cdot n)^2\) in `lower_bound_attained_iff` and to \(|G\times n|^2\) in `upper_bound_attained_iff`. Finally, `layered_density_stress` substitutes \(G=c\,k\), and the factor \(c\) cancels. This shows that both ends of the interval occur as eigenvalues when \(k\neq0\).

## In a plane-wave stress routine

A plane-wave code can compute this term in one loop over \(G\neq0\), accumulating \(w_G\) for the energy and \(w_G\hat G_a\hat G_b\) for the stress, then subtracting \(E/\Omega\) on the diagonal. The trace identity gives a check at each evaluation: up to rounding, \(\operatorname{tr}\sigma+E/\Omega\) should vanish. If the density is real and only one wave of each \(\pm G\) pair is stored, a factor of 2 belongs in both sums; leaving it out of one of them breaks the identity whenever \(E\neq0\). The trace does not see errors in the off-diagonal elements, though some of these push an eigenvalue out of the interval.

If a code reports stress with the opposite sign, the trace becomes \(+E/\Omega\) and the interval stays the same. In a density-functional calculation the bounds apply to the Hartree term with a finite set of waves, not to the total stress, which also has kinetic, exchange-correlation and ionic parts.
